# The action of $\sigma\cdot\nabla$ on Gaussian spinors whose homogeneous polynomial factor it annihilates

**Q:** Before I believe anything about relativistic basis functions, tell me what the objects are. What is a spinor here?

**A:** A pair $w=(w_1,w_2)$ of complex polynomials in $x,y,z$, written `w.1` and `w.2` in Lean. The coordinates are numbered 0, 1, 2, so $x_0=x$, $x_1=y$, $x_2=z$. I number the Pauli matrices in the same way, which makes $\sigma_0$ the matrix $\sigma_x$ and not the identity.

```lean
import Mathlib

open MvPolynomial

namespace GaussianKineticBalance

noncomputable section

/-- Complex polynomials in the coordinates x, y, z. -/
abbrev Poly := MvPolynomial (Fin 3) ℂ
```

**Q:** And the Pauli matrices? I see none.

**A:** They are written out in components. For three operators $A_0,A_1,A_2$,
$$(\sigma\cdot A)\,w=\big(A_2w_1+A_0w_2-iA_1w_2,\; A_0w_1+iA_1w_1-A_2w_2\big),$$
which is the standard representation with $\sigma_z$ diagonal. The same definition serves for polynomial derivatives, for multiplication by coordinates and for derivatives of functions on real space.

```lean
/-- The contraction σ·A of the Pauli matrices with three operators A, acting on a
two-component spinor. -/
def sigmaDot {M : Type*} [AddCommGroup M] [Module ℂ M] (A : Fin 3 → M → M) (w : M × M) :
    M × M :=
  (A 2 w.1 + A 0 w.2 - Complex.I • A 1 w.2, A 0 w.1 + Complex.I • A 1 w.1 - A 2 w.2)

/-- The operator σ·∇ on polynomial spinors. -/
def sigmaGrad (w : Poly × Poly) : Poly × Poly := sigmaDot (fun i p => pderiv i p) w

/-- Multiplication of a polynomial spinor by σ·r. -/
def sigmaR (w : Poly × Poly) : Poly × Poly := sigmaDot (fun i p => X i * p) w

/-- The polynomial r² = x² + y² + z². -/
def rSq : Poly := X 0 * X 0 + X 1 * X 1 + X 2 * X 2

/-- The Laplacian on polynomials. -/
def laplacian (p : Poly) : Poly := ∑ i, pderiv i (pderiv i p)
```

**Q:** Then comes $D=\sigma\cdot(\nabla-2a\,r)$. That looks like the answer put in by hand.

**A:** It is only a definition on polynomials. The physical functions are defined separately: $w(r)\,e^{-ar^2}$ on $\mathbb{R}^3$, with a partial derivative that varies one real coordinate and holds the other two fixed. That $D$ describes $\sigma\cdot\nabla$ on these functions is a theorem.

```lean
/-- The operator D = σ·(∇ - 2a r) on polynomial spinors. -/
def gaussD (a : ℂ) (w : Poly × Poly) : Poly × Poly := sigmaGrad w - (2 * a) • sigmaR w

/-- The function p(r) exp(-a r²) on real space. -/
def gaussian (a : ℂ) (p : Poly) (r : Fin 3 → ℝ) : ℂ :=
  eval (fun j => (r j : ℂ)) p * Complex.exp (-a * eval (fun j => (r j : ℂ)) rSq)

/-- The spinor function w(r) exp(-a r²). -/
def gaussSpinor (a : ℂ) (w : Poly × Poly) : ((Fin 3 → ℝ) → ℂ) × ((Fin 3 → ℝ) → ℂ) :=
  (gaussian a w.1, gaussian a w.2)

/-- The partial derivative of a function on real space along coordinate i. -/
def partialD (i : Fin 3) (f : (Fin 3 → ℝ) → ℂ) (r : Fin 3 → ℝ) : ℂ :=
  deriv (fun t : ℝ => f (Function.update r i t)) (r i)
```

**Q:** Show me the calculation by hand first.

**A:** For a polynomial $p$, the product rule gives
$$\partial_i\big(p\,e^{-ar^2}\big)=(\partial_i p-2a\,x_i\,p)\,e^{-ar^2},$$
and contracting with $\sigma_i$ gives $\sigma\cdot\nabla\,(w\,e^{-ar^2})=(Dw)\,e^{-ar^2}$.

Now let $w$ be homogeneous of degree $n$ with $(\sigma\cdot\nabla)w=0$. The derivative term in $D$ vanishes, so
$$Dw=-2a\,(\sigma\cdot r)w.$$

For the next step use $\sigma_i\sigma_j+\sigma_j\sigma_i=2\delta_{ij}$:
$$\begin{aligned}(\sigma\cdot\nabla)(\sigma\cdot r)w&=\sum_{i,j}\sigma_i\sigma_j\,(\delta_{ij}w+x_j\partial_i w)\\&=3w+\sum_{i,j}(2\delta_{ij}-\sigma_j\sigma_i)\,x_j\partial_i w\\&=3w+2\,(r\cdot\nabla)w-(\sigma\cdot r)(\sigma\cdot\nabla)w.\end{aligned}$$
The last term is zero, and Euler's identity gives $(r\cdot\nabla)w=nw$. Hence $(\sigma\cdot\nabla)(\sigma\cdot r)w=(2n+3)w$.

The same anticommutator gives $(\sigma\cdot r)^2=r^2$, because the $x_i$ commute, and $(\sigma\cdot\nabla)^2=\nabla^2$, because partial derivatives commute. The first yields
$$D\big((\sigma\cdot r)w\big)=(2n+3)w-2a\,r^2w.$$
The second yields
$$\nabla^2\big((\sigma\cdot r)w\big)=(2n+3)(\sigma\cdot\nabla)w=0,$$
so $(\sigma\cdot r)w$ is harmonic. Multiplication by a coordinate raises the degree to $n+1$.

**Q:** Lean's `pderiv` is a formal rule on polynomials. Who says that it is the slope of anything?

**A:** `hasDerivAt_eval` does, by induction on the polynomial: constants, sums, and multiplication by one more coordinate.

```lean
/-- The derivative of x, y or z along a coordinate is one or zero. -/
theorem pderiv_coord (i j : Fin 3) : pderiv i (X j : Poly) = if j = i then 1 else 0 := by
  rw [pderiv_X, Pi.single_apply]

/-- The values of a polynomial on real space have the values of its formal partial
derivative as their derivative along a coordinate. -/
theorem hasDerivAt_eval (p : Poly) (r : Fin 3 → ℝ) (i : Fin 3) :
    HasDerivAt (fun t : ℝ => eval (fun j => ((Function.update r i t j : ℝ) : ℂ)) p)
      (eval (fun j => (r j : ℂ)) (pderiv i p)) (r i) := by
  induction p using MvPolynomial.induction_on with
  | C c =>
    simp only [eval_C, pderiv_C, map_zero]
    exact hasDerivAt_const _ _
  | add p q hp hq =>
    simp only [map_add]
    exact hp.fun_add hq
  | mul_X p k hp =>
    have hk : HasDerivAt (fun t : ℝ => ((Function.update r i t k : ℝ) : ℂ))
        (eval (fun j => (r j : ℂ)) (pderiv i (X k))) (r i) := by
      by_cases h : k = i
      · subst h
        simpa using (hasDerivAt_id (r k)).ofReal_comp
      · simp only [pderiv_coord, h, if_false, map_zero, Function.update_of_ne h]
        exact hasDerivAt_const _ _
    simp only [map_mul, eval_X]
    exact (hp.fun_mul hk).congr_deriv (by
      simp only [pderiv_mul, map_add, map_mul, eval_X, Function.update_eq_self])
```

The next theorem applies the product rule to the polynomial and the exponential, then compares the two spinor components. Lean's `deriv` returns zero for a function that has no derivative, but the proof establishes differentiability first, so the values here are true slopes.

```lean
/-- On spinors w exp(-a r²), the differential operator σ·∇ acts as D on the polynomial
factor w. -/
theorem sigmaDot_partialD_gaussSpinor (a : ℂ) (w : Poly × Poly) :
    sigmaDot partialD (gaussSpinor a w) = gaussSpinor a (gaussD a w) := by
  have hr : ∀ i, pderiv i rSq = 2 * X i := by
    intro i
    simp only [rSq, map_add, pderiv_mul, pderiv_coord]
    fin_cases i <;> simp <;> ring
  -- product rule for the polynomial and the exponential
  have h : ∀ i p, partialD i (gaussian a p) =
      gaussian a (pderiv i p - 2 * C a * X i * p) := by
    intro i p
    funext r
    have h3 := (hasDerivAt_eval p r i).fun_mul
      (((hasDerivAt_eval rSq r i).const_mul (-a)).cexp)
    refine h3.deriv.trans ?_
    simp only [gaussian, hr, Function.update_eq_self, map_sub, map_mul, eval_C, eval_X,
      map_ofNat]
    ring
  refine Prod.ext ?_ ?_ <;> funext r <;>
    simp only [sigmaDot, gaussSpinor, h, gaussD, sigmaGrad, sigmaR, gaussian, Pi.add_apply,
      Pi.sub_apply, Pi.smul_apply, Prod.fst_sub, Prod.snd_sub, Prod.smul_fst, Prod.smul_snd,
      smul_eq_mul, MvPolynomial.smul_eq_C_mul, map_add, map_sub, map_mul, eval_C, eval_X,
      map_ofNat] <;>
    ring
```

**Q:** And the Pauli algebra, with no matrices to multiply?

**A:** It is checked component by component. For the square of $\sigma\cdot\nabla$, the proof first shows that partial derivatives commute; `linear_combination` then uses this to cancel the cross terms, and $i^2=-1$ to give the second derivatives along $y$ their plus sign.

```lean
/-- The square of σ·∇ is the Laplacian on each component. -/
theorem sigmaGrad_sigmaGrad (w : Poly × Poly) :
    sigmaGrad (sigmaGrad w) = (laplacian w.1, laplacian w.2) := by
  have hI : (C Complex.I : Poly) * C Complex.I = -1 := by
    rw [← C_mul, Complex.I_mul_I]; simp
  -- partial derivatives commute
  have hc : ∀ (i j : Fin 3) (p : Poly),
      pderiv i (pderiv j p) = pderiv j (pderiv i p) := by
    intro i j p
    induction p using MvPolynomial.induction_on with
    | C c => simp only [pderiv_C, map_zero]
    | add p q hp hq => simp only [map_add, hp, hq]
    | mul_X p k hp =>
      have h0 : ∀ b c : Fin 3, pderiv b (pderiv c (X k : Poly)) = 0 := by
        intro b c
        rw [pderiv_coord]
        split_ifs <;> simp
      simp only [pderiv_mul, map_add, h0]
      linear_combination X k * hp
  refine Prod.ext ?_ ?_ <;>
    simp only [sigmaGrad, sigmaDot, laplacian, Fin.sum_univ_three,
      MvPolynomial.smul_eq_C_mul, map_add, map_sub, pderiv_mul, pderiv_C]
  · linear_combination hc 2 0 w.2 - C Complex.I * hc 2 1 w.2 + C Complex.I * hc 0 1 w.1
      - pderiv 1 (pderiv 1 w.1) * hI
  · linear_combination hc 0 2 w.1 - C Complex.I * hc 0 1 w.2 + C Complex.I * hc 1 2 w.1
      - pderiv 1 (pderiv 1 w.2) * hI
```

The operator identity from the middle of the derivation and the square of $\sigma\cdot r$ follow in the same way, with $i^2=-1$ as the only relation given to `linear_combination`.

```lean
/-- The operator identity (σ·∇)(σ·r) = 3 + 2 r·∇ - (σ·r)(σ·∇) on polynomial spinors. -/
theorem sigmaGrad_sigmaR (w : Poly × Poly) :
    sigmaGrad (sigmaR w) = (3 : ℂ) • w
      + (2 : ℂ) • (∑ i, X i * pderiv i w.1, ∑ i, X i * pderiv i w.2)
      - sigmaR (sigmaGrad w) := by
  have hI : (C Complex.I : Poly) * C Complex.I = -1 := by
    rw [← C_mul, Complex.I_mul_I]; simp
  have h2 : (C (2 : ℂ) : Poly) = 2 := map_ofNat C 2
  have h3 : (C (3 : ℂ) : Poly) = 3 := map_ofNat C 3
  refine Prod.ext ?_ ?_ <;>
    simp [sigmaGrad, sigmaR, sigmaDot, Fin.sum_univ_three, MvPolynomial.smul_eq_C_mul,
      h2, h3, -pderiv_X]
  · linear_combination (-(w.1 + 2 * X 1 * pderiv 1 w.1)) * hI
  · linear_combination (-(w.2 + 2 * X 1 * pderiv 1 w.2)) * hI

/-- The square of σ·r is r². -/
theorem sigmaR_sigmaR (w : Poly × Poly) : sigmaR (sigmaR w) = rSq • w := by
  have hI : (C Complex.I : Poly) * C Complex.I = -1 := by
    rw [← C_mul, Complex.I_mul_I]; simp
  refine Prod.ext ?_ ?_ <;>
    simp only [sigmaR, sigmaDot, rSq, MvPolynomial.smul_eq_C_mul, Prod.smul_fst,
      Prod.smul_snd, smul_eq_mul]
  · linear_combination (-(X 1 ^ 2 * w.1)) * hI
  · linear_combination (-(X 1 ^ 2 * w.2)) * hI
```

We also need $D$ to commute with complex factors. At $a=0$ this is the same property for $\sigma\cdot\nabla$ alone.

```lean
/-- The operator D commutes with multiplication by complex numbers. -/
theorem gaussD_smul (a c : ℂ) (w : Poly × Poly) : gaussD a (c • w) = c • gaussD a w := by
  refine Prod.ext ?_ ?_ <;>
    simp only [gaussD, sigmaGrad, sigmaR, sigmaDot, Prod.fst_sub, Prod.snd_sub,
      Prod.smul_fst, Prod.smul_snd, MvPolynomial.smul_eq_C_mul, pderiv_mul, pderiv_C] <;>
    ring
```

**Q:** Now read me the main theorem.

**A:** For every complex $a$, every natural number $n$ and every polynomial spinor $w$ with both components homogeneous of degree $n$ and `sigmaGrad w = 0`, four things hold: the formula for $Dw$, the degree $n+1$ of both components of $(\sigma\cdot r)w$, their harmonicity, and the formula for $D((\sigma\cdot r)w)$.

The proof first obtains `hg`, which is $(\sigma\cdot\nabla)(\sigma\cdot r)w=(2n+3)w$, from the operator identity and Mathlib's Euler identity. Harmonicity comes from applying $\sigma\cdot\nabla$ once more, and the last formula from $(\sigma\cdot r)^2=r^2$.

```lean
/-- Let w be homogeneous of degree n with (σ·∇)w = 0. Then D w = -2a (σ·r)w, the spinor
(σ·r)w is homogeneous of degree n+1 and harmonic, and D((σ·r)w) = (2n+3 - 2a r²)w. -/
theorem kinetic_balance (a : ℂ) (n : ℕ) (w : Poly × Poly)
    (h1 : w.1.IsHomogeneous n) (h2 : w.2.IsHomogeneous n) (hw : sigmaGrad w = 0) :
    gaussD a w = (-(2 * a)) • sigmaR w ∧
    ((sigmaR w).1.IsHomogeneous (n + 1) ∧ (sigmaR w).2.IsHomogeneous (n + 1)) ∧
    (laplacian (sigmaR w).1 = 0 ∧ laplacian (sigmaR w).2 = 0) ∧
    gaussD a (sigmaR w) = (2 * n + 3 : ℂ) • w - (2 * a) • (rSq • w) := by
  -- Euler's identity evaluates r·∇ on w
  have hg : sigmaGrad (sigmaR w) = (2 * n + 3 : ℂ) • w := by
    have h0 : sigmaR 0 = 0 := by
      refine Prod.ext ?_ ?_ <;> simp [sigmaR, sigmaDot]
    have he : ((n • w.1, n • w.2) : Poly × Poly) = (n : ℂ) • w := by
      refine Prod.ext ?_ ?_ <;> simp [Nat.cast_smul_eq_nsmul]
    rw [sigmaGrad_sigmaR, hw, h0, h1.sum_X_mul_pderiv, h2.sum_X_mul_pderiv, he]
    module
  have hX : ∀ (i : Fin 3) (p : Poly), p.IsHomogeneous n →
      X i * p ∈ homogeneousSubmodule (Fin 3) ℂ (n + 1) := by
    intro i p hp
    rw [mem_homogeneousSubmodule, add_comm n 1]
    exact (isHomogeneous_X ℂ i).mul hp
  refine ⟨?_, ⟨?_, ?_⟩, ?_, ?_⟩
  · rw [gaussD, hw, zero_sub, neg_smul]
  · have hs := Submodule.sub_mem _ (Submodule.add_mem _ (hX 2 _ h1) (hX 0 _ h2))
      (Submodule.smul_mem _ Complex.I (hX 1 _ h2))
    exact hs
  · have hs := Submodule.sub_mem _ (Submodule.add_mem _ (hX 0 _ h1)
      (Submodule.smul_mem _ Complex.I (hX 1 _ h1))) (hX 2 _ h2)
    exact hs
  · -- a second σ·∇ annihilates the multiple of w
    have hs := gaussD_smul 0 (2 * n + 3 : ℂ) w
    simp only [gaussD, mul_zero, zero_smul, sub_zero, hw, smul_zero] at hs
    have hl := sigmaGrad_sigmaGrad (sigmaR w)
    rw [hg, hs] at hl
    exact ⟨(congrArg Prod.fst hl).symm, (congrArg Prod.snd hl).symm⟩
  · rw [gaussD, hg, sigmaR_sigmaR]
```

**Q:** What does the condition $(\sigma\cdot\nabla)w=0$ select physically?

**A:** For nonzero $w$ it selects the solid-harmonic spinors with $l=n$ and $j=l+\tfrac12$. Multiplication by $\sigma\cdot r$ keeps $j$ and moves to $l=n+1$, where $j=l-\tfrac12$. The theorem itself speaks only of polynomials and does not mention angular momentum.

**Q:** Try the smallest case.

**A:** Take $n=0$ and $w=(1,0)$; the zero polynomial counts as homogeneous of every degree. Then $(\sigma\cdot r)w=(z,\,x+iy)$, and
$$D(1,0)=-2a\,(z,\,x+iy),\qquad D(z,\,x+iy)=(3-2ar^2)\,(1,0).$$
An $s$ function goes to a $p_{1/2}$ function, and that $p_{1/2}$ function goes back to an $s$ function with a radial factor.

**Q:** The theorem is called `kinetic_balance`. Does it show that a Dirac calculation is safe from variational collapse?

**A:** No. It contains no Dirac Hamiltonian, no energy and no basis-set limit. It supplies the derivatives that kinetic balance asks for, for single primitive Gaussians of the two forms $w\,e^{-ar^2}$ and $(\sigma\cdot r)w\,e^{-ar^2}$, with $w$ as in the theorem, centred at the origin and without a magnetic field. The spinor $(z,0)\,e^{-ar^2}$ has neither form: it is a sum of a $p_{1/2}$ and a $p_{3/2}$ function, and the formulas apply to each part.

In a four-component calculation with restricted kinetic balance, each large-component function $\chi$ is paired with a small-component function proportional to $(\sigma\cdot p)\chi$, where $p=-i\hbar\nabla$ is now the momentum operator. If $\chi=w\,e^{-ar^2}$, a code needs one term, $-2a(\sigma\cdot r)w\,e^{-ar^2}$. If $\chi=(\sigma\cdot r)w\,e^{-ar^2}$, it needs two, $w\,e^{-ar^2}$ and $r^2w\,e^{-ar^2}$, in the fixed ratio $(2n+3):(-2a)$. Entering those two as independent functions gives the basis two members where $\sigma\cdot p$ produces one. The file works with $\sigma\cdot\nabla$ and unnormalised functions. To get $(\sigma\cdot p)\chi$ itself, multiply by $-i\hbar$; to get normalised functions, include the normalisation constants. Neither nonzero factor changes the space that a basis function spans.

**Q:** Can I have a statement about the functions themselves, without $D$?

**A:** Yes. For $w$ as in the main theorem, applying the true differential operator twice gives
$$(\sigma\cdot\nabla)^2\big(w\,e^{-ar^2}\big)=-2a\,(2n+3-2ar^2)\,w\,e^{-ar^2}.$$
The proof replaces each $\sigma\cdot\nabla$ by $D$ and inserts the two formulas. For $n=0$ and $w=(1,0)$, the first component is the familiar Laplacian $(4a^2r^2-6a)\,e^{-ar^2}$.

```lean
/-- For w homogeneous of degree n with (σ·∇)w = 0, applying σ·∇ twice to w exp(-a r²)
gives -2a (2n+3 - 2a r²) w exp(-a r²). -/
theorem sigmaDot_partialD_twice (a : ℂ) (n : ℕ) (w : Poly × Poly)
    (h1 : w.1.IsHomogeneous n) (h2 : w.2.IsHomogeneous n) (hw : sigmaGrad w = 0) :
    sigmaDot partialD (sigmaDot partialD (gaussSpinor a w)) =
      gaussSpinor a ((-(2 * a)) • ((2 * n + 3 : ℂ) • w - (2 * a) • (rSq • w))) := by
  obtain ⟨hD, -, -, hR⟩ := kinetic_balance a n w h1 h2 hw
  rw [sigmaDot_partialD_gaussSpinor, sigmaDot_partialD_gaussSpinor, hD, gaussD_smul, hR]
```

**Q:** The exponent $a$ may be any complex number. Is that still a basis function?

**A:** The identities are local and hold for all $a$. A square-integrable function with $w\neq0$ needs $\operatorname{Re}a>0$, and you impose that when you take integrals.

**Q:** Last doubt: is there anything beyond constant spinors that meets the hypotheses?

**A:** The spinor $(2z,\,-x-iy)$ does, with $n=1$. The first component of $(\sigma\cdot\nabla)w$ is $2-1-1=0$, and every derivative in the second vanishes. This is the $p_{3/2}$ function with $m_j=\tfrac12$; dividing by $\sqrt{8\pi}$ normalises it over the unit sphere. Multiplication by $\sigma\cdot r$ turns the undivided spinor into $(2z^2-x^2-y^2,\;3z(x+iy))$, whose components are visibly harmonic of degree two.

```lean
/-- The spinor (2z, -x - iy) is homogeneous of degree one and is annihilated by σ·∇. -/
theorem kinetic_balance_witness :
    ((2 : ℂ) • X 2 : Poly).IsHomogeneous 1 ∧
    (-X 0 - Complex.I • X 1 : Poly).IsHomogeneous 1 ∧
    sigmaGrad ((2 : ℂ) • X 2, -X 0 - Complex.I • X 1) = 0 := by
  have hx : ∀ i : Fin 3, (X i : Poly) ∈ homogeneousSubmodule (Fin 3) ℂ 1 :=
    fun i => isHomogeneous_X ℂ i
  have hI : (C Complex.I : Poly) * C Complex.I = -1 := by
    rw [← C_mul, Complex.I_mul_I]; simp
  have h2 : (C (2 : ℂ) : Poly) = 2 := map_ofNat C 2
  refine ⟨Submodule.smul_mem _ (2 : ℂ) (hx 2), Submodule.sub_mem _
    (Submodule.neg_mem _ (hx 0)) (Submodule.smul_mem _ Complex.I (hx 1)), ?_⟩
  refine Prod.ext ?_ ?_
  · simp [sigmaGrad, sigmaDot, MvPolynomial.smul_eq_C_mul, h2, -pderiv_X]
    have h20 : pderiv 2 (2 : Poly) = 0 := by
      rw [← h2, pderiv_C]
    linear_combination hI + X 2 * h20
  · simp [sigmaGrad, sigmaDot, MvPolynomial.smul_eq_C_mul, -pderiv_X]

end

end GaussianKineticBalance
```

```lean
#print axioms GaussianKineticBalance.sigmaDot_partialD_gaussSpinor
#print axioms GaussianKineticBalance.sigmaDot_partialD_twice
```

```
'GaussianKineticBalance.sigmaDot_partialD_gaussSpinor' depends on axioms: [propext, Classical.choice, Quot.sound]
'GaussianKineticBalance.sigmaDot_partialD_twice' depends on axioms: [propext, Classical.choice, Quot.sound]
```
